# The $A_1$, $A_2$ and $E$ projectors of $C_{3v}$ are mutually annihilating idempotents that sum to the identity

Before the spin-free Hamiltonian of a molecule such as ammonia is diagonalised, each basis function can be split into its $A_1$, $A_2$ and $E$ parts by applying three projectors built from the threefold rotation and one vertical reflection. The split is complete and without overlap because of a few algebraic identities, which the following Lean file proves from the defining relations of the group $C_{3v}$.

```lean
import Mathlib

open Matrix

namespace C3vProjectors

variable {A : Type*} [Ring A] [Algebra ℚ A]

/-- The defining relations of `C₃ᵥ` for a rotation `r` and a reflection `s`:
`r³ = 1`, `s² = 1` and `s r s = r²`. -/
structure C3vRel {R : Type*} [Ring R] (r s : R) : Prop where
  rot_cube : r ^ 3 = 1
  refl_sq : s ^ 2 = 1
  refl_rot_refl : s * r * s = r ^ 2

/-- The sum `1 + r + r²` over the three rotations. -/
def rotSum {R : Type*} [Ring R] (r : R) : R := 1 + r + r ^ 2

/-- The `A₁` element `(1 + r + r²)(1 + s) / 6`. -/
def projA1 (r s : A) : A := (1 / 6 : ℚ) • (rotSum r * (1 + s))

/-- The `A₂` element `(1 + r + r²)(1 - s) / 6`. -/
def projA2 (r s : A) : A := (1 / 6 : ℚ) • (rotSum r * (1 - s))

/-- The `E` element `(2 - r - r²) / 3`. -/
def projE (r : A) : A := (1 / 3 : ℚ) • (2 - r - r ^ 2)

/-- The `E` element is the identity minus the average over the three rotations. -/
theorem projE_eq (r : A) : projE r = 1 - (1 / 3 : ℚ) • rotSum r := by
  unfold projE rotSum
  rw [show (2 : A) = 1 + 1 from one_add_one_eq_two.symm]
  module

/-- If `r³ = 1`, the rotation sum absorbs `r` on either side and its square is three
times itself. -/
theorem rotSum_absorbs {r : A} (h : r ^ 3 = 1) :
    r * rotSum r = rotSum r ∧ rotSum r * r = rotSum r ∧
      rotSum r * rotSum r = (3 : ℚ) • rotSum r := by
  have h1 : r * rotSum r = rotSum r := by
    unfold rotSum
    calc r * (1 + r + r ^ 2) = r + r ^ 2 + r ^ 3 := by noncomm_ring
      _ = 1 + r + r ^ 2 := by rw [h]; abel
  have h2 : rotSum r * r = rotSum r := by
    unfold rotSum
    calc (1 + r + r ^ 2) * r = r + r ^ 2 + r ^ 3 := by noncomm_ring
      _ = 1 + r + r ^ 2 := by rw [h]; abel
  have h3 : rotSum r * rotSum r = rotSum r + r * rotSum r + r * (r * rotSum r) := by
    unfold rotSum
    noncomm_ring
  refine ⟨h1, h2, ?_⟩
  rw [h3, h1, h1]
  module

/-- If `s² = 1` and `s r s = r²`, the reflection commutes with the rotation sum. -/
theorem refl_comm_rotSum {R : Type*} [Ring R] {r s : R} (hs : s ^ 2 = 1)
    (hsr : s * r * s = r ^ 2) : s * rotSum r = rotSum r * s := by
  -- moving `s` across exchanges `r` and `r²`
  have h1 : s * r = r ^ 2 * s := by
    calc s * r = s * r * s ^ 2 := by rw [hs, mul_one]
      _ = s * r * s * s := by noncomm_ring
      _ = r ^ 2 * s := by rw [hsr]
  have h2 : s * r ^ 2 = r * s := by
    calc s * r ^ 2 = s * (s * r * s) := by rw [hsr]
      _ = s ^ 2 * (r * s) := by noncomm_ring
      _ = r * s := by rw [hs, one_mul]
  unfold rotSum
  rw [mul_add, mul_add, add_mul, add_mul, h1, h2, mul_one, one_mul]
  abel

/-- Under the `C₃ᵥ` relations the `A₁`, `A₂`, `E` elements are idempotent, annihilate one
another in both orders, sum to the identity and commute with `r` and `s`. -/
theorem c3v_projectors {r s : A} (h : C3vRel r s) :
    (projA1 r s * projA1 r s = projA1 r s ∧ projA2 r s * projA2 r s = projA2 r s ∧
      projE r * projE r = projE r) ∧
    (projA1 r s * projA2 r s = 0 ∧ projA2 r s * projA1 r s = 0 ∧
      projA1 r s * projE r = 0 ∧ projE r * projA1 r s = 0 ∧
      projA2 r s * projE r = 0 ∧ projE r * projA2 r s = 0) ∧
    projA1 r s + projA2 r s + projE r = 1 ∧
    (r * projA1 r s = projA1 r s * r ∧ r * projA2 r s = projA2 r s * r ∧
      r * projE r = projE r * r) ∧
    (s * projA1 r s = projA1 r s * s ∧ s * projA2 r s = projA2 r s * s ∧
      s * projE r = projE r * s) := by
  obtain ⟨hrc, hcr, hcc⟩ := rotSum_absorbs h.rot_cube
  have hsc := refl_comm_rotSum h.refl_sq h.refl_rot_refl
  have hss : s * s = 1 := by rw [← pow_two, h.refl_sq]
  -- the same rules inside longer products
  have hrc' : ∀ x, r * (rotSum r * x) = rotSum r * x := fun x => by
    rw [← mul_assoc, hrc]
  have hcc' : ∀ x, rotSum r * (rotSum r * x) = (3 : ℚ) • (rotSum r * x) := fun x => by
    rw [← mul_assoc, hcc, smul_mul_assoc]
  have hsc' : ∀ x, s * (rotSum r * x) = rotSum r * (s * x) := fun x => by
    rw [← mul_assoc, hsc, mul_assoc]
  have hcsr : rotSum r * (s * r) = rotSum r * s := by
    rw [← hsc', hcr, hsc]
  refine ⟨⟨?_, ?_, ?_⟩, ⟨?_, ?_, ?_, ?_, ?_, ?_⟩, ?_, ⟨?_, ?_, ?_⟩, ⟨?_, ?_, ?_⟩⟩
  all_goals
    simp only [projA1, projA2, projE_eq, mul_add, add_mul, mul_sub, sub_mul, mul_one,
      one_mul, smul_mul_assoc, mul_smul_comm, mul_assoc, hrc, hcr, hcc, hsc, hss, hrc',
      hcc', hsc', hcsr] <;> module

/-- Left multiplication by `r` fixes the `A₁` and `A₂` elements; left multiplication by `s`
fixes the `A₁` element and reverses the sign of the `A₂` element. -/
theorem generators_mul_proj {r s : A} (h : C3vRel r s) :
    r * projA1 r s = projA1 r s ∧ s * projA1 r s = projA1 r s ∧
      r * projA2 r s = projA2 r s ∧ s * projA2 r s = -projA2 r s := by
  obtain ⟨hrc, -, -⟩ := rotSum_absorbs h.rot_cube
  have hsc := refl_comm_rotSum h.refl_sq h.refl_rot_refl
  have hss : s * s = 1 := by rw [← pow_two, h.refl_sq]
  have hrc' : ∀ x, r * (rotSum r * x) = rotSum r * x := fun x => by
    rw [← mul_assoc, hrc]
  have hsc' : ∀ x, s * (rotSum r * x) = rotSum r * (s * x) := fun x => by
    rw [← mul_assoc, hsc, mul_assoc]
  refine ⟨?_, ?_, ?_, ?_⟩
  all_goals
    simp only [projA1, projA2, mul_add, mul_sub, mul_one, mul_smul_comm, hrc, hsc, hss,
      hrc', hsc'] <;> module

section States

variable {M : Type*} [AddCommGroup M] [Module A M] [Module ℚ M] [IsScalarTower ℚ A M]

/-- A state is fixed by the `A₁` projector exactly when it is invariant under `r` and `s`. -/
theorem projA1_fixes_iff {r s : A} (h : C3vRel r s) (x : M) :
    projA1 r s • x = x ↔ r • x = x ∧ s • x = x := by
  obtain ⟨h1, h2, -, -⟩ := generators_mul_proj h
  constructor
  · intro hx
    constructor
    · calc r • x = r • (projA1 r s • x) := by rw [hx]
        _ = (r * projA1 r s) • x := (mul_smul _ _ _).symm
        _ = x := by rw [h1, hx]
    · calc s • x = s • (projA1 r s • x) := by rw [hx]
        _ = (s * projA1 r s) • x := (mul_smul _ _ _).symm
        _ = x := by rw [h2, hx]
  · rintro ⟨hr, hs⟩
    simp only [projA1, rotSum, smul_assoc, mul_smul, add_smul, one_smul, pow_two,
      smul_add, hr, hs]
    module

/-- A state is fixed by the `A₂` projector exactly when it is invariant under `r` and
changes sign under `s`. -/
theorem projA2_fixes_iff {r s : A} (h : C3vRel r s) (x : M) :
    projA2 r s • x = x ↔ r • x = x ∧ s • x = -x := by
  obtain ⟨-, -, h1, h2⟩ := generators_mul_proj h
  constructor
  · intro hx
    constructor
    · calc r • x = r • (projA2 r s • x) := by rw [hx]
        _ = (r * projA2 r s) • x := (mul_smul _ _ _).symm
        _ = x := by rw [h1, hx]
    · calc s • x = s • (projA2 r s • x) := by rw [hx]
        _ = (s * projA2 r s) • x := (mul_smul _ _ _).symm
        _ = -x := by rw [h2, neg_smul, hx]
  · rintro ⟨hr, hs⟩
    simp only [projA2, rotSum, smul_assoc, mul_smul, add_smul, sub_smul, one_smul, pow_two,
      smul_add, smul_sub, smul_neg, hr, hs]
    module

/-- For `r³ = 1`, a state is fixed by the `E` projector exactly when the rotation sum
annihilates it. -/
theorem projE_fixes_iff {r : A} (h : r ^ 3 = 1) (x : M) :
    projE r • x = x ↔ rotSum r • x = 0 := by
  obtain ⟨-, -, hcc⟩ := rotSum_absorbs h
  have h0 : rotSum r * projE r = 0 := by
    rw [projE_eq, mul_sub, mul_one, mul_smul_comm, hcc]
    module
  constructor
  · intro hx
    calc rotSum r • x = rotSum r • (projE r • x) := by rw [hx]
      _ = (rotSum r * projE r) • x := (mul_smul _ _ _).symm
      _ = 0 := by rw [h0, zero_smul]
  · intro hx
    rw [projE_eq, sub_smul, one_smul, smul_assoc, hx, smul_zero, sub_zero]

end States

/-- The rotation: a cyclic permutation of three sites that fixes a fourth coordinate. -/
def rotMat : Matrix (Fin 4) (Fin 4) ℚ := !![0, 0, 1, 0; 1, 0, 0, 0; 0, 1, 0, 0; 0, 0, 0, 1]

/-- The reflection: it swaps two of the three sites and reverses the fourth coordinate. -/
def reflMat : Matrix (Fin 4) (Fin 4) ℚ := !![1, 0, 0, 0; 0, 0, 1, 0; 0, 1, 0, 0; 0, 0, 0, -1]

/-- The matrices `rotMat` and `reflMat` obey the `C₃ᵥ` relations, and their `A₁`, `A₂`, `E`
projectors have traces `1`, `1`, `2`. -/
theorem c3v_witness :
    C3vRel rotMat reflMat ∧ trace (projA1 rotMat reflMat) = 1 ∧
      trace (projA2 rotMat reflMat) = 1 ∧ trace (projE rotMat) = 2 := by
  have hc : rotSum rotMat = !![1, 1, 1, 0; 1, 1, 1, 0; 1, 1, 1, 0; 0, 0, 0, 3] := by
    ext i j
    fin_cases i <;> fin_cases j <;>
      simp [rotSum, rotMat, pow_two]
    norm_num
  refine ⟨⟨?_, ?_, ?_⟩, ?_, ?_, ?_⟩
  · ext i j
    fin_cases i <;> fin_cases j <;>
      simp [rotMat, pow_succ, Matrix.mul_apply, Fin.sum_univ_four]
  · ext i j
    fin_cases i <;> fin_cases j <;>
      simp [reflMat, pow_succ, Matrix.mul_apply, Fin.sum_univ_four]
  · ext i j
    fin_cases i <;> fin_cases j <;>
      simp [rotMat, reflMat, pow_succ, Matrix.mul_apply, Fin.sum_univ_four]
  · rw [projA1, hc, mul_add, mul_one]
    simp [reflMat, Matrix.trace, Fin.sum_univ_four]
    norm_num
  · rw [projA2, hc, mul_sub, mul_one]
    simp [reflMat, Matrix.trace, Fin.sum_univ_four]
    norm_num
  · rw [projE_eq, hc]
    simp [Matrix.trace, Fin.sum_univ_four]
    norm_num

end C3vProjectors
```
```lean
#print axioms C3vProjectors.c3v_projectors
#print axioms C3vProjectors.projA1_fixes_iff
#print axioms C3vProjectors.projA2_fixes_iff
#print axioms C3vProjectors.projE_fixes_iff
```

```
'C3vProjectors.c3v_projectors' depends on axioms: [propext, Classical.choice, Quot.sound]
'C3vProjectors.projA1_fixes_iff' depends on axioms: [propext, Classical.choice, Quot.sound]
'C3vProjectors.projA2_fixes_iff' depends on axioms: [propext, Classical.choice, Quot.sound]
'C3vProjectors.projE_fixes_iff' depends on axioms: [propext, Classical.choice, Quot.sound]
```

## Three elements of a rational algebra

The setting is a ring $A$, not assumed commutative, whose elements can be multiplied by rational numbers (`[Ring A] [Algebra ℚ A]`). Square real or complex matrices of any fixed size qualify, and so do the linear operators on any real or complex vector space. Two elements $r, s \in A$ satisfy `C3vRel r s` when

$$r^3 = 1, \qquad s^2 = 1, \qquad s r s = r^2 .$$

With $c = 1 + r + r^2$ (`rotSum r`), the definitions `projA1`, `projA2` and `projE` are

$$P_{A_1} = \tfrac16\, c\,(1+s), \qquad P_{A_2} = \tfrac16\, c\,(1-s), \qquad P_E = \tfrac13\,(2 - r - r^2),$$

where $2$ means $1+1$ in $A$. The theorem `c3v_projectors` says that under the relations each of the three equals its own square, that all six products of two different ones vanish, that $P_{A_1} + P_{A_2} + P_E = 1$, and that each commutes with $r$ and with $s$.

Three further theorems concern a space of states $M$, a rational vector space of any dimension on which $A$ acts from the left; a state here is a vector, so its sign counts; `r • x` is the state $rx$, and `IsScalarTower ℚ A M` is the rule $(qa)x = q(ax)$ for rational $q$ and $a \in A$. Under the three relations and for a state $x$, `projA1_fixes_iff` says that $P_{A_1}x = x$ exactly when $rx = x$ and $sx = x$, and `projA2_fixes_iff` says that $P_{A_2}x = x$ exactly when $rx = x$ and $sx = -x$. The theorem `projE_fixes_iff` assumes only $r^3 = 1$ and says that $P_E x = x$ exactly when $cx = 0$.

The relations do not force $r$ and $s$ to be nontrivial: for $r = s = 1$ one gets $P_{A_1} = 1$ and $P_{A_2} = P_E = 0$. The theorem `c3v_witness` supplies $4 \times 4$ rational matrices that obey the relations and whose projectors have traces $1$, $1$ and $2$, so that none of them is zero.

## Rotation, mirror plane and symmetry labels

The element $r$ stands for the rotation by $120^\circ$ about the axis and $s$ for the reflection in a plane that contains the axis. The first two relations say that three rotations, or two reflections, restore every state. The third says that a rotation seen in the mirror runs backwards, since $r^2 = r^{-1}$. The relations are hypotheses, and nothing is derived from the geometry of space. They also describe the dihedral group $D_3$, with $s$ a twofold rotation about a perpendicular axis. For half-integer spin the usual operators do not obey them, since three rotations by $120^\circ$, or two reflections, give $-1$; the rephased operators $-r$ and $is$ do obey them, but the labels then refer to these rephased operators.

The six group elements are $1, r, r^2, s, rs, r^2 s$. Expanding, $P_{A_1}$ is their average and $P_{A_2}$ is the same average with a minus sign on the three reflections. $P_E$ is $\tfrac{2}{6}$ times the sum weighted by $2, -1, -1, 0, 0, 0$. These are the weights of the character-table formula, dimension over group order times character, but characters and irreducibility appear nowhere in the theorems. The labels are tied to the physics through the fixed states: fully symmetric for $A_1$, invariant under rotation and odd under reflection for $A_2$, zero rotational average for $E$. The statements do not include that $E$ states come in two-dimensional multiplets, and $P_E$ does not separate the two partners of a multiplet. There is also no inner product, so annihilation means $PQ = 0$ for two different projectors $P$ and $Q$; it does not refer to orthogonal subspaces or Hermitian operators.

For a spin-free Hamiltonian $H$ in a finite orthonormal basis whose span $r$ and $s$ map into itself, commutation of $H$ with $r$ and $s$ would carry over to the projectors, which are polynomials in them, and $PHQ = HPQ = 0$ would then remove all coupling between different labels.

In the witness the coordinates are numbered $0$ to $3$, with unit vectors $e_0, \dots, e_3$. The matrix `rotMat` sends $e_0 \to e_1 \to e_2 \to e_0$ and fixes $e_3$, while `reflMat` fixes $e_0$, swaps $e_1$ with $e_2$ and sends $e_3$ to $-e_3$. The first three coordinates behave like the three hydrogen $1s$ orbitals of ammonia, and the last like a small rotation about the axis. Applying the definitions to $e_0$ gives $P_{A_1}e_0 = \tfrac13(e_0+e_1+e_2)$ and $P_E e_0 = \tfrac13(2e_0 - e_1 - e_2)$, which for orthonormal sites over the reals normalise to $(e_0+e_1+e_2)/\sqrt3$ and $(2e_0-e_1-e_2)/\sqrt6$.

## How the rotation sum multiplies

Everything follows from a few rules for $c$. First, $1 - \tfrac13 c = \tfrac13(3 - 1 - r - r^2) = P_E$. Next, $r^3 = 1$ gives

$$rc = r + r^2 + r^3 = c, \qquad cr = c, \qquad c^2 = c + rc + r(rc) = 3c .$$

The other two relations give $sr = srs^2 = (srs)s = r^2 s$ and $sr^2 = s(srs) = s^2 rs = rs$. Hence $sc = s + r^2 s + rs = cs$, and $c$ commutes with $1 \pm s$. Finally $(1 \pm s)^2 = 1 \pm 2s + s^2 = 2(1 \pm s)$ and $(1+s)(1-s) = (1-s)(1+s) = 1 - s^2 = 0$.

Write $P_+ = P_{A_1}$ and $P_- = P_{A_2}$, so that $P_\pm = \tfrac16 c(1\pm s)$. Then

$$P_\pm^2 = \tfrac1{36}\,c^2(1\pm s)^2 = \tfrac1{36}\cdot 3c \cdot 2(1 \pm s) = P_\pm, \qquad P_\pm P_\mp = \tfrac1{36}\,c^2(1\pm s)(1\mp s) = 0,$$

$$P_E^2 = 1 - \tfrac23 c + \tfrac19 c^2 = 1 - \tfrac13 c = P_E, \qquad P_\pm P_E = P_\pm - \tfrac1{18}\,c^2(1\pm s) = P_\pm - \tfrac16 c(1\pm s) = 0 .$$

The product $P_E P_\pm$ expands to the same expression. The sum is $P_+ + P_- + P_E = \tfrac13 c + 1 - \tfrac13 c = 1$. For commutation with $r$, the left product is $rP_\pm = P_\pm$ by $rc = c$, and the right product is $P_\pm r = \tfrac16(1\pm s)cr = P_\pm$. For $s$, both $sP_\pm$ and $P_\pm s$ equal $\tfrac16 c(s \pm 1) = \pm P_\pm$. The element $P_E = 1 - \tfrac13 c$ commutes with $r$ and $s$ because $c$ does.

For states, $P_\pm x = x$ implies $rx = rP_\pm x = P_\pm x = x$ and $sx = sP_\pm x = \pm x$. Conversely, $rx = x$ and $sx = \pm x$ give $(1\pm s)x = 2x$ and $cx = 3x$, so $P_\pm x = \tfrac16\cdot 6x = x$. For $E$, one has $cP_E = c - \tfrac13 c^2 = 0$, so $P_E x = x$ gives $cx = cP_E x = 0$, and $cx = 0$ gives $P_E x = x - \tfrac13 cx = x$.

In the matrix example $c$ has all entries $1$ in the upper $3\times3$ block and the entry $3$ at position $(3,3)$, so $\operatorname{tr} c = 6$. The product $cs$ has the same block and $-3$ in the corner, so $\operatorname{tr} cs = 0$. The traces are $\tfrac16(6 \pm 0) = 1$ and $4 - \tfrac13\cdot 6 = 2$.

## The same rules as rewriting steps

The lemma `projE_eq` is $P_E = 1 - \tfrac13 c$, and `rotSum_absorbs` holds the three consequences of $r^3 = 1$; in it `noncomm_ring` multiplies out without reordering factors, and `h3` is the expansion $c^2 = c + rc + r(rc)$. In `refl_comm_rotSum`, `h1` and `h2` are $sr = r^2 s$ and $sr^2 = rs$. This lemma involves no division and is stated for any ring.

The proof of `c3v_projectors` treats all sixteen identities by one procedure. The `simp only` call distributes every product, pulls rational factors to the front and brackets products to the right. Since $r(cy)$ with $y \in A$ then does not contain $rc$ as a visible factor, the primed rules `hrc'`, `hcc'` and `hsc'` restate absorption, squaring and commutation with an arbitrary factor on the right. The rule `hcsr` is $c(sr) = s(cr) = sc = cs$, the step behind $P_\pm r = P_\pm$. Both sides end as rational combinations of $1, r, s, c, cs$, and `module` compares coefficients where a goal is still open.

The lemma `generators_mul_proj`, which also assumes the three relations, proves $rP_\pm = P_\pm$ and $sP_\pm = \pm P_\pm$ in the same way. The forward directions of the two $A$-type theorems are the chains $rx = r(P_\pm x) = (rP_\pm)x = x$ and their analogues for $s$, and the backward directions expand the projector and substitute `hr` and `hs`. In `projE_fixes_iff`, `h0` is $cP_E = 0$. The witness computes $c$ explicitly as `hc`, checks the three relations entry by entry with `fin_cases`, and sums diagonals.

## An $n$-fold axis

Replace the relations by $r^n = 1$, $s^2 = 1$, $srs = r^{n-1}$ for an integer $n \ge 1$, and put $c_n = 1 + r + \dots + r^{n-1}$. The same steps give $rc_n = c_n r = c_n$ and $c_n^2 = n c_n$, and $s c_n = c_n s$ because $s r^k s = (srs)^k = r^{-k}$ permutes the terms. Then $\tfrac1{2n}c_n(1+s)$, $\tfrac1{2n}c_n(1-s)$ and $1 - \tfrac1n c_n$ are again mutually annihilating idempotents with sum $1$ that commute with $r$ and $s$. For $n = 2$ and for $n \ge 4$ the third collects several symmetry species, for example $B_1$ and $B_2$ in $C_{2v}$, $B_1$, $B_2$ and $E$ in $C_{4v}$ and $E_1$, $E_2$ in $C_{5v}$. The file contains no theorem on general $n$, on the Hamiltonian or on the projected site vectors.
